# Two index exchanges sort the quadruples over $N$ complex orbitals into $(N^4+3N^2)/4$ orbits

Let $\alpha$ be a set of orbital labels; for the counting it is finite, with $N$ elements. An index quadruple $(i,j,k,l)$ puts a label at each of four positions, numbered $0,1,2,3$ as in Lean. The two-electron integral is written in charge-distribution order,

$$(ij|kl)=\int \overline{\varphi_i(x)}\,\varphi_j(x)\,w(x,y)\,\overline{\varphi_k(y)}\,\varphi_l(y)\,d\mu(x)\,d\mu(y),$$

so positions $0,1$ belong to the first electron and $2,3$ to the second. The bar is complex conjugation, $w$ is a real interaction, and $\mu$ is the measure on the one-electron space $X$. An orbit is the set of all quadruples reached from a given one by the permutations in a group.

In the code, a `def` introduces an object. In a `theorem`, the statement stands before the first `:=` or `where`, and the proof after it.

```lean
import Mathlib

open MulAction MeasureTheory
open scoped ComplexConjugate

namespace ComplexOrbitalIntegralCount

/-- An index quadruple (i,j,k,l): an orbital label at each of four positions. -/
def Quad (α : Type*) := Fin 4 → α
```

A quadruple `q` is a function from the four positions to the labels: $i=$ `q 0`, $j=$ `q 1`, $k=$ `q 2`, $l=$ `q 3`.

```lean
instance {α : Type*} [Finite α] : Finite (Quad α) :=
  inferInstanceAs (Finite (Fin 4 → α))
```

Finitely many labels give finitely many quadruples.

```lean
/-- Permutations of the four positions act on quadruples by moving the labels. -/
instance {α : Type*} : MulAction (Equiv.Perm (Fin 4)) (Quad α) where
  smul g q := fun p => q (g⁻¹ p)
  one_smul _ := rfl
  mul_smul g h q := by
    refine funext fun p => ?_
    change q ((g * h)⁻¹ p) = q (h⁻¹ (g⁻¹ p))
    rw [mul_inv_rev]
    rfl
```

A permutation $g$ of the positions moves the labels: $(g\cdot q)(p)=q(g^{-1}p)$. The inverse makes products act in the right order,

$$((gh)\cdot q)(p)=q(h^{-1}g^{-1}p)=(h\cdot q)(g^{-1}p)=(g\cdot(h\cdot q))(p).$$

```lean
/-- Exchange of the two electrons: positions 0, 1 trade places with 2, 3. -/
def electronSwap : Equiv.Perm (Fin 4) := Equiv.swap 0 2 * Equiv.swap 1 3
```

Call this permutation $s$. It exchanges $0\leftrightarrow2$ and $1\leftrightarrow3$, that is, the two electrons with their charge distributions.

```lean
/-- Exchange of the two orbitals within each of the two charge distributions. -/
def orbitalSwap : Equiv.Perm (Fin 4) := Equiv.swap 0 1 * Equiv.swap 2 3
```

Call this one $t$. It exchanges $0\leftrightarrow1$ and $2\leftrightarrow3$, which reverses the two orbitals in both charge distributions at once.

```lean
/-- The group of position permutations generated by the two exchanges. -/
def positionGroup : Subgroup (Equiv.Perm (Fin 4)) :=
  Subgroup.closure {electronSwap, orbitalSwap}
```

The group $G$ is defined as the smallest subgroup containing $s$ and $t$. Nothing about its size is assumed.

```lean
/-- The identity, the two exchanges and their product. -/
def fourElements : Finset (Equiv.Perm (Fin 4)) :=
  {1, electronSwap, orbitalSwap, electronSwap * orbitalSwap}
```

This is the candidate list $\{1,s,t,st\}$. The product $st$ exchanges $0\leftrightarrow3$ and $1\leftrightarrow2$.

```lean
/-- The two exchanges act as (i,j,k,l) → (k,l,i,j) and (i,j,k,l) → (j,i,l,k). -/
theorem swaps_smul {α : Type*} (q : Quad α) :
    electronSwap • q = ![q 2, q 3, q 0, q 1] ∧
    orbitalSwap • q = ![q 1, q 0, q 3, q 2] := by
  constructor <;> refine funext fun p => ?_ <;> fin_cases p <;> rfl
```

The statement reads $s\cdot(i,j,k,l)=(k,l,i,j)$ and $t\cdot(i,j,k,l)=(j,i,l,k)$. Both permutations are their own inverses, so position $0$ of $s\cdot q$ holds `q 2`, and so on. `fin_cases` goes through the four positions, and `rfl` confirms each by evaluation.

## How the exchanges change an integral

```lean
/-- The two-electron integral (ij|kl) of complex orbitals `φ` with a real interaction `w`. -/
noncomputable def eri {α X : Type*} [MeasurableSpace X] (μ : Measure X)
    (w : X → X → ℝ) (φ : α → X → ℂ) (q : Quad α) : ℂ :=
  ∫ z : X × X, conj (φ (q 0) z.1) * φ (q 1) z.1 * (w z.1 z.2 : ℂ) *
    (conj (φ (q 2) z.2) * φ (q 3) z.2) ∂(μ.prod μ)
```

This is the integral displayed at the start, with `z.1` for $x$ and `z.2` for $y$. The orbitals are arbitrary complex functions on $X$, neither normalised nor orthogonal by assumption. The type of `w` makes the interaction real. Integrability is not required either: Lean gives a non-integrable function the integral $0$, so the identities below have physical content only for integrals that converge.

```lean
/-- For a real symmetric interaction and an s-finite measure, (kl|ij) = (ij|kl). -/
theorem eri_electronSwap {α X : Type*} [MeasurableSpace X] (μ : Measure X) [SFinite μ]
    (w : X → X → ℝ) (hw : ∀ x y, w x y = w y x) (φ : α → X → ℂ) (q : Quad α) :
    eri μ w φ (electronSwap • q) = eri μ w φ q := by
  unfold eri
  -- rename the two electrons in the integral on the left
  rw [← integral_prod_swap]
  refine integral_congr_ae (Filter.Eventually.of_forall fun z => ?_)
  change conj (φ (q 2) z.2) * φ (q 3) z.2 * (w z.2 z.1 : ℂ) *
      (conj (φ (q 0) z.1) * φ (q 1) z.1) =
    conj (φ (q 0) z.1) * φ (q 1) z.1 * (w z.1 z.2 : ℂ) *
      (conj (φ (q 2) z.2) * φ (q 3) z.2)
  rw [hw z.2 z.1]
  ring
```

The hypothesis `hw` says $w(x,y)=w(y,x)$: the interaction does not distinguish the two electrons, as with Coulomb repulsion. `SFinite` is a mild condition on the measure, satisfied by ordinary volume, that allows the two integration variables to be exchanged. By hand, rename $x\leftrightarrow y$ and then use the symmetry of $w$:

$$\begin{aligned}(kl|ij)&=\int \overline{\varphi_k(x)}\varphi_l(x)\,w(x,y)\,\overline{\varphi_i(y)}\varphi_j(y)\,d\mu(x)\,d\mu(y)\\&=\int \overline{\varphi_k(y)}\varphi_l(y)\,w(y,x)\,\overline{\varphi_i(x)}\varphi_j(x)\,d\mu(x)\,d\mu(y)=(ij|kl).\end{aligned}$$

The renaming is `integral_prod_swap`. After it, `integral_congr_ae` leaves only the integrands to compare, `hw` exchanges the arguments of $w$, and `ring` reorders the factors.

```lean
/-- For a real interaction, (ji|lk) is the complex conjugate of (ij|kl). -/
theorem eri_orbitalSwap {α X : Type*} [MeasurableSpace X] (μ : Measure X)
    (w : X → X → ℝ) (φ : α → X → ℂ) (q : Quad α) :
    eri μ w φ (orbitalSwap • q) = conj (eri μ w φ q) := by
  unfold eri
  rw [← integral_conj]
  refine integral_congr_ae (Filter.Eventually.of_forall fun z => ?_)
  change conj (φ (q 1) z.1) * φ (q 0) z.1 * (w z.1 z.2 : ℂ) *
      (conj (φ (q 3) z.2) * φ (q 2) z.2) =
    conj (conj (φ (q 0) z.1) * φ (q 1) z.1 * (w z.1 z.2 : ℂ) *
      (conj (φ (q 2) z.2) * φ (q 3) z.2))
  simp only [map_mul, Complex.conj_conj, Complex.conj_ofReal]
  ring
```

Here the symmetry of $w$ is not used, only its reality. Since $\overline{w}=w$,

$$\overline{\overline{\varphi_i(x)}\varphi_j(x)\,w(x,y)\,\overline{\varphi_k(y)}\varphi_l(y)}=\overline{\varphi_j(x)}\varphi_i(x)\,w(x,y)\,\overline{\varphi_l(y)}\varphi_k(y).$$

Integrating gives $(ji|lk)=\overline{(ij|kl)}$. The lemma `integral_conj` takes the conjugation inside the integral, and `simp only` distributes it over the factors.

## The group generated by the exchanges

```lean
/-- The generated group consists of the identity, the two exchanges and their product. -/
theorem mem_positionGroup (g : Equiv.Perm (Fin 4)) :
    g ∈ positionGroup ↔ g ∈ fourElements := by
  have hs : electronSwap ∈ positionGroup := Subgroup.subset_closure (Or.inl rfl)
  have ht : orbitalSwap ∈ positionGroup := Subgroup.subset_closure (Or.inr rfl)
  constructor
  · intro h
    change g ∈ Subgroup.closure _ at h
    -- the four elements are closed under products and inverses
    have hmul : ∀ x ∈ fourElements, ∀ y ∈ fourElements, x * y ∈ fourElements := by decide
    have hinv : ∀ x ∈ fourElements, x⁻¹ ∈ fourElements := by decide
    induction h using Subgroup.closure_induction with
    | mem x hx => rcases hx with rfl | rfl <;> decide
    | one => decide
    | mul x y _ _ hx hy => exact hmul x hx y hy
    | inv x _ hx => exact hinv x hx
  · intro h
    simp only [fourElements, Finset.mem_insert, Finset.mem_singleton] at h
    rcases h with rfl | rfl | rfl | rfl
    exacts [one_mem _, hs, ht, mul_mem hs ht]
```

The theorem says $G=\{1,s,t,st\}$. By hand, $s^2=t^2=1$, and $st=ts$ because both products exchange $0\leftrightarrow3$ and $1\leftrightarrow2$. Any product of $s$'s and $t$'s can therefore be sorted and shortened to one of the four listed elements.

The Lean proof has two directions. For the first, `decide` checks by finite computation that the list is closed under products (`hmul`) and inverses (`hinv`); `closure_induction` then shows that nothing generated by $s$ and $t$ leaves it. For the second, each listed element is visibly built from the generators.

```lean
/-- The two exchanges generate a Klein four-group. -/
theorem positionGroup_isKleinFour : IsKleinFour positionGroup where
  card_four := by
    classical
    let : Fintype positionGroup := Fintype.ofFinite _
    rw [Nat.card_eq_fintype_card]
    exact (Fintype.card_of_subtype fourElements fun g => (mem_positionGroup g).symm).trans
      (by decide)
  exponent_two := by
    have hsq : ∀ x ∈ fourElements, x ^ 2 = 1 := by decide
    have hd : Monoid.exponent positionGroup ∣ 2 :=
      Monoid.exponent_dvd_of_forall_pow_eq_one fun g =>
        Subtype.ext (hsq g ((mem_positionGroup g).1 g.2))
    rcases (Nat.dvd_prime Nat.prime_two).1 hd with h | h
    · -- exponent one would make the electron exchange trivial
      have h1 := Monoid.pow_exponent_eq_one
        (⟨electronSwap, (mem_positionGroup _).2 (by decide)⟩ : positionGroup)
      rw [h, pow_one] at h1
      exact absurd (congrArg Subtype.val h1) (by decide)
    · exact h
```

In Mathlib, a Klein four-group is a group with four elements and exponent $2$, the exponent being the smallest positive power that sends every element to the identity. The elements $1,s,t,st$ send position $0$ to $0,2,1,3$ respectively, so they are distinct. Each squares to the identity, by $s^2=t^2=1$ and $(st)^2=s^2t^2=1$. The exponent thus divides $2$, and it is not $1$ because $s\neq1$. The code follows the same steps, with `hsq` for the squares.

```lean
/-- For a real symmetric interaction and an s-finite measure, any two integrals in one orbit are
equal or complex conjugates of each other. -/
theorem eri_of_mem_orbit {α X : Type*} [MeasurableSpace X] (μ : Measure X) [SFinite μ]
    (w : X → X → ℝ) (hw : ∀ x y, w x y = w y x) (φ : α → X → ℂ) (q q' : Quad α)
    (h : q' ∈ orbit positionGroup q) :
    eri μ w φ q' = eri μ w φ q ∨ eri μ w φ q' = conj (eri μ w φ q) := by
  obtain ⟨⟨g, hg⟩, rfl⟩ := h
  change eri μ w φ (g • q) = _ ∨ eri μ w φ (g • q) = _
  rw [mem_positionGroup] at hg
  simp only [fourElements, Finset.mem_insert, Finset.mem_singleton] at hg
  rcases hg with rfl | rfl | rfl | rfl
  · exact Or.inl (by rw [one_smul])
  · exact Or.inl (eri_electronSwap μ w hw φ q)
  · exact Or.inr (eri_orbitalSwap μ w φ q)
  · exact Or.inr (by rw [mul_smul, eri_electronSwap μ w hw, eri_orbitalSwap])
```

If $q'$ lies in the orbit of $q$, its integral equals that of $q$ or the complex conjugate. There are four cases. The identity changes nothing, $s$ preserves the integral, and $t$ conjugates it. For the product,

$$(lk|ji)=(ji|lk)=\overline{(ij|kl)}.$$

The proof takes $g$ from the orbit, uses `mem_positionGroup` to reduce it to these cases, and applies the two integral theorems.

A real interaction with no symmetry condition is not enough. Let $X$ consist of two points $x,y$, each of weight $1$. Let $\varphi_a$ be $1$ at $x$ and $0$ at $y$, and let $\varphi_b$ be $0$ at $x$ and $1$ at $y$. Set $w(x,y)=1$ and all other values of $w$ to $0$. Then $(aa|bb)=w(x,y)=1$, but $(bb|aa)=w(y,x)=0$. The two quadruples lie in one orbit, yet their integrals are neither equal nor conjugate.

## Counting orbits through fixed quadruples

```lean
/-- If a permutation `g` pairs up the positions, with pair labels `r` and representatives `c`,
then it fixes N² quadruples over N orbitals. -/
theorem card_fixedBy_of_pairs {α : Type*} [Fintype α] (g : Equiv.Perm (Fin 4))
    (r : Fin 4 → Fin 2) (c : Fin 2 → Fin 4) (h1 : ∀ p, r (g⁻¹ p) = r p)
    (h2 : ∀ x, r (c x) = x) (h3 : ∀ p, c (r p) = p ∨ c (r p) = g⁻¹ p) :
    Nat.card (fixedBy (Quad α) g) = Fintype.card α ^ 2 := by
  -- a fixed quadruple is a free choice of one label for each pair
  let e : fixedBy (Quad α) g ≃ (Fin 2 → α) :=
    { toFun := fun q x => q.1 (c x)
      invFun := fun u => ⟨fun p => u (r p), funext fun p => congrArg u (h1 p)⟩
      left_inv := fun q => Subtype.ext <| funext fun p => by
        have hq : q.1 (g⁻¹ p) = q.1 p := congrFun q.2 p
        change q.1 (c (r p)) = q.1 p
        rcases h3 p with h | h
        · rw [h]
        · rw [h, hq]
      right_inv := fun u => funext fun x => congrArg u (h2 x) }
  rw [Nat.card_congr e, Nat.card_eq_fintype_card]
  simp
```

A quadruple is fixed by $g$ when $q(g^{-1}p)=q(p)$ at every position $p$. If $g$ exchanges the positions in two pairs, this means equal labels within each pair and a free choice between pairs. The fixed quadruples are

- $(i,j,i,j)$ for $s$,
- $(i,i,k,k)$ for $t$,
- $(i,j,j,i)$ for $st$,

which gives $N^2$ in each case.

The lemma treats all three together. The function `r` tells which pair a position belongs to, and `c` picks one position from each pair. Hypothesis `h1` says that $g^{-1}$ keeps a position in its pair, `h2` that the chosen position lies in the pair it represents, and `h3` that it is either $p$ itself or the partner $g^{-1}p$. The equivalence `e` reads a fixed quadruple at the two chosen positions; its inverse copies two labels $u$ back to all four positions by $p\mapsto u(r(p))$. The fields `left_inv` and `right_inv` check that the two maps undo each other.

```lean
/-- Over N complex orbitals, the number of orbits of index quadruples under the two exchanges
is (N⁴ + 3N²)/4. -/
theorem card_orbits (α : Type*) [Fintype α] :
    (Nat.card (orbitRel.Quotient positionGroup (Quad α)) : ℚ) =
      ((Fintype.card α : ℚ) ^ 4 + 3 * (Fintype.card α : ℚ) ^ 2) / 4 := by
  classical
  let : Fintype positionGroup := Fintype.ofFinite _
  let : ∀ a : positionGroup, Fintype (fixedBy (Quad α) a) := fun _ => Fintype.ofFinite _
  let : Fintype (Quotient (orbitRel positionGroup (Quad α))) := Fintype.ofFinite _
  -- Burnside: sum the fixed quadruples over the group
  have h := sum_card_fixedBy_eq_card_orbits_mul_card_group positionGroup (Quad α)
  simp only [← Nat.card_eq_fintype_card] at h
  rw [positionGroup_isKleinFour.card_four] at h
  have hsum : ∑ g ∈ fourElements, Nat.card (fixedBy (Quad α) g) =
      ∑ g : positionGroup, Nat.card (fixedBy (Quad α) (g : Equiv.Perm (Fin 4))) :=
    Finset.sum_subtype fourElements (fun g => (mem_positionGroup g).symm)
      (fun g => Nat.card (fixedBy (Quad α) g))
  have h' : ∑ g ∈ fourElements, Nat.card (fixedBy (Quad α) g) =
      Nat.card (orbitRel.Quotient positionGroup (Quad α)) * 4 := hsum.trans h
  have hone : Nat.card (fixedBy (Quad α) (1 : Equiv.Perm (Fin 4))) = Fintype.card α ^ 4 := by
    have e : fixedBy (Quad α) (1 : Equiv.Perm (Fin 4)) ≃ Quad α :=
      Equiv.subtypeUnivEquiv fun q => one_smul (Equiv.Perm (Fin 4)) q
    rw [Nat.card_congr e]
    change Nat.card (Fin 4 → α) = _
    rw [Nat.card_eq_fintype_card]
    simp
  rw [fourElements, Finset.sum_insert (by decide), Finset.sum_insert (by decide),
    Finset.sum_insert (by decide), Finset.sum_singleton, hone,
    card_fixedBy_of_pairs electronSwap ![0, 1, 0, 1] ![0, 1]
      (by decide) (by decide) (by decide),
    card_fixedBy_of_pairs orbitalSwap ![0, 0, 1, 1] ![0, 2]
      (by decide) (by decide) (by decide),
    card_fixedBy_of_pairs (electronSwap * orbitalSwap) ![0, 1, 1, 0] ![0, 1]
      (by decide) (by decide) (by decide)] at h'
  have hQ := congrArg (Nat.cast : ℕ → ℚ) h'
  push_cast at hQ
  linarith

end ComplexOrbitalIntegralCount
```

The type `orbitRel.Quotient positionGroup (Quad α)` has one element per orbit, `Nat.card` counts them, and `Fintype.card α` is $N$. The equation is stated in the rationals `ℚ`, so the division by $4$ is ordinary division.

By hand, count the pairs $(g,q)$ with $g\cdot q=q$ in two ways. Summing over $g$, the identity contributes $N^4$ and the other three elements $N^2$ each. Summing over $q$, a quadruple in an orbit of size $m$ is fixed by $4/m$ group elements, so its whole orbit contributes $m\cdot 4/m=4$. Hence

$$4\cdot\#\text{orbits}=N^4+3N^2,\qquad \#\text{orbits}=\frac{N^4+3N^2}{4}.$$

This is Burnside counting, supplied by Mathlib as `sum_card_fixedBy_eq_card_orbits_mul_card_group`. The step `hsum` turns the sum over $G$ into a sum over the explicit list, and `hone` evaluates the identity's term. The preceding lemma is then applied three times, with the pairings written out as vectors, and `linarith` solves for the number of orbits.

For $N=0,1,2$ the formula gives $0,1,7$. For a finite set of complex orbitals with a real symmetric interaction, an electronic-structure program can store one integral per orbit and recover the others by copying or conjugating, which for large $N$ is close to a quarter of the full table. The formula counts orbits of labels and not distinct numerical values: particular orbitals, real ones for instance, can make integrals from different orbits coincide.

```lean
#print axioms ComplexOrbitalIntegralCount.swaps_smul
-- 'ComplexOrbitalIntegralCount.swaps_smul' depends on axioms: [propext, Classical.choice, Quot.sound]
#print axioms ComplexOrbitalIntegralCount.eri_of_mem_orbit
-- 'ComplexOrbitalIntegralCount.eri_of_mem_orbit' depends on axioms: [propext, Classical.choice, Quot.sound]
#print axioms ComplexOrbitalIntegralCount.card_orbits
-- 'ComplexOrbitalIntegralCount.card_orbits' depends on axioms: [propext, Classical.choice, Quot.sound]
```
